# Doubling a Golay pair: sequences of ±1 at every length $2^m$ with a flat total power spectrum

Two point scatterers with amplitudes $(1,1)$ give the intensity $|1+e^{i\theta}|^2 = 2+2\cos\theta$, where $\theta$ is the phase difference between neighbours. With amplitudes $(1,-1)$ the intensity is $2-2\cos\theta$. Each pattern has fringes, but their sum is 4 at every angle. The fringes come from the product of the two amplitudes, which is $+1$ in one chain and $-1$ in the other.

The physical problem is to find longer pairs of chains, with every amplitude $1$ or $-1$, whose intensities also add up to a constant. The two-site pair arises from the one-site sequences $a=(1)$, $b=(1)$ by forming $(a,b)$ and $(a,-b)$. Repeating the step gives $(1,1,1,-1)$ and $(1,1,-1,1)$. Their products at distances 1, 2 and 3 sum to $1,0,-1$ in the first chain and to $-1,0,1$ in the second, so they cancel again.

```lean
import Mathlib

open Finset

namespace GolayPairs

noncomputable section
```

## Correlations on an open chain

For a real sequence $a_0,\dots,a_{n-1}$, the aperiodic autocorrelation at shift $k$ is

$$A^{(n)}_a(k)=\sum_{i=0}^{n-k-1} a_i\,a_{i+k},$$

and it is zero for $k\ge n$. The chain has open ends: unlike in a Born–von Karman cell, no product wraps around from the last site to the first.

In Lean a sequence is a function `ℕ → ℝ` of which only the first `n` entries are read. Subtraction of natural numbers stops at zero, so `range (n - k)` is empty for $k\ge n$, as required.

```lean
/-- Aperiodic autocorrelation at shift `k` of the first `n` entries of a real sequence. -/
def autocorr (n : ℕ) (a : ℕ → ℝ) (k : ℕ) : ℝ :=
  ∑ i ∈ range (n - k), a i * a (i + k)
```

The sequences $a$ and $b$ form a Golay pair if $A^{(n)}_a(k)+A^{(n)}_b(k)=0$ for every $k>0$. Shifts with $k\ge n$ satisfy this automatically. The definition allows any real entries.

```lean
/-- Two sequences of length `n` form a Golay complementary pair when their autocorrelations
sum to zero at every nonzero shift. -/
def IsGolayPair (n : ℕ) (a b : ℕ → ℝ) : Prop :=
  ∀ k, 0 < k → autocorr n a k + autocorr n b k = 0
```

The restriction to amplitudes $\pm1$ is a separate condition.

```lean
/-- The first `n` entries of the sequence are all `1` or `-1`. -/
def IsBinary (n : ℕ) (a : ℕ → ℝ) : Prop :=
  ∀ i < n, a i = 1 ∨ a i = -1
```

The joined chain has entry $a_i$ for $i<n$ and $b_{i-n}$ from site $n$ onwards.

```lean
/-- The first `n` entries of `a`, followed by the entries of `b`. -/
def concat (n : ℕ) (a b : ℕ → ℝ) : ℕ → ℝ :=
  fun i => if i < n then a i else b (i - n)
```

The intensity is

$$P^{(n)}_a(\theta)=\Bigl|\sum_{j=0}^{n-1}a_j e^{ij\theta}\Bigr|^2 .$$

The code calls $\theta$ a wave number. It is dimensionless: in scattering, it is the component of the wave-vector transfer along the chain times the site spacing. The sum carries no factor $1/n$ or $1/\sqrt n$.

```lean
/-- Squared modulus of the Fourier sum of the first `n` entries at wave number `θ`. -/
def powerSpectrum (n : ℕ) (a : ℕ → ℝ) (θ : ℝ) : ℝ :=
  ‖∑ j ∈ range n, (a j : ℂ) * Complex.exp (((j * θ : ℝ) : ℂ) * Complex.I)‖ ^ 2
```

## Why the cross terms cancel

To compare chains of different lengths, let $i$ run over all sites and keep a product only if the partner site exists:

$$A^{(n)}_a(k)=\sum_{i=0}^{n-1}\begin{cases}a_i a_{i+k}, & i+k<n,\\ 0, & \text{otherwise.}\end{cases}$$

This is the same sum, because $i<n-k$ and $i+k<n$ select the same sites.

```lean
/-- The autocorrelation as a sum over all sites, where a site contributes only if its
shifted partner still lies on the chain. -/
theorem autocorr_eq_ite (n : ℕ) (a : ℕ → ℝ) (k : ℕ) :
    autocorr n a k = ∑ i ∈ range n, if i + k < n then a i * a (i + k) else 0 := by
  unfold autocorr
  rw [← Finset.sum_filter]
  refine Finset.sum_congr ?_ (fun _ _ => rfl)
  ext i
  simp only [Finset.mem_filter, Finset.mem_range]
  omega
```

Now let $c=(a,b)$ and $d=(a,-b)$, both of length $2n$. For each $i<n$, collect the terms that start at site $i$ and at site $n+i$.

- If $i+k<n$, both partners lie in the same half as their starting sites. Each chain contributes $a_ia_{i+k}+b_ib_{i+k}$, since the sign of $b$ enters twice.
- If $n\le i+k<2n$, the partner of site $i$ lies in the second half. The contributions are $a_ib_{i+k-n}$ from $c$ and $-a_ib_{i+k-n}$ from $d$, which cancel. The partner of site $n+i$ is off the chain.
- If $i+k\ge 2n$, both partners are off the chain.

Summing over $i$ gives, at every shift including zero,

$$A^{(2n)}_c(k)+A^{(2n)}_d(k)=2\bigl(A^{(n)}_a(k)+A^{(n)}_b(k)\bigr).$$

```lean
/-- At every shift, the autocorrelations of `(a, b)` and `(a, -b)` add up to twice the sum
of the autocorrelations of `a` and `b`. -/
theorem autocorr_concat_add (n : ℕ) (a b : ℕ → ℝ) (k : ℕ) :
    autocorr (2 * n) (concat n a b) k + autocorr (2 * n) (concat n a (-b)) k
      = 2 * (autocorr n a k + autocorr n b k) := by
  simp only [autocorr_eq_ite, two_mul n, Finset.sum_range_add]
  simp only [← Finset.sum_add_distrib, Finset.mul_sum]
  refine Finset.sum_congr rfl fun i hi => ?_
  have hi' : i < n := Finset.mem_range.mp hi
  have e3 : ¬ n + i < n := by omega
  by_cases h : i + k < n
  · -- both partners lie in the same half
    have e1 : i + k < n + n := by omega
    have e2 : n + i + k < n + n := by omega
    have e4 : ¬ n + i + k < n := by omega
    have e5 : n + i - n = i := by omega
    have e6 : n + i + k - n = i + k := by omega
    simp only [concat, hi', h, e1, e2, e3, e4, e5, e6, ↓reduceIte, Pi.neg_apply]
    ring
  · -- the partner lies in the other half: the cross terms cancel
    have e2 : ¬ n + i + k < n + n := by omega
    by_cases h2 : i + k < n + n
    · simp only [concat, hi', h, h2, e2, ↓reduceIte, Pi.neg_apply]
      ring
    · simp only [h, h2, e2, ↓reduceIte]
      ring
```

`Finset.sum_range_add` splits the doubled chain into its halves, and `Finset.sum_congr` reduces the claim to a single $i$. The two uses of `by_cases` produce the three cases above. In each, `omega` settles which sites exist and `ring` does the remaining algebra.

One side of this identity vanishes exactly when the other does. The new chains therefore form a Golay pair if and only if the old ones do, for arbitrary real entries.

```lean
/-- The concatenations `(a, b)` and `(a, -b)` form a Golay pair of length `2 n` exactly when
`a` and `b` form a Golay pair of length `n`. -/
theorem isGolayPair_concat_iff (n : ℕ) (a b : ℕ → ℝ) :
    IsGolayPair (2 * n) (concat n a b) (concat n a (-b)) ↔ IsGolayPair n a b := by
  constructor <;> intro h k hk
  · linarith [h k hk, autocorr_concat_add n a b k]
  · linarith [h k hk, autocorr_concat_add n a b k]
```

## Binary pairs of length $2^m$

Joining two sequences of $\pm1$ gives another such sequence: a site of the new chain takes its value from $a$ or from $b$.

```lean
/-- Joining two sequences of length `n` with entries `1` or `-1` gives such a sequence of
length `2 n`. -/
theorem isBinary_concat {n : ℕ} {a b : ℕ → ℝ} (ha : IsBinary n a) (hb : IsBinary n b) :
    IsBinary (2 * n) (concat n a b) := by
  intro i hi
  by_cases h : i < n
  · simpa only [concat, h, ↓reduceIte] using ha i h
  · simpa only [concat, h, ↓reduceIte] using hb (i - n) (by omega)
```

Induction on $m$ then produces the pairs. For $m=0$ take $a=b=(1)$; a single site has no partner at any nonzero shift. If $a,b$ is a binary pair of length $2^m$, then $-b$ is also binary, and $(a,b)$, $(a,-b)$ is a binary pair of length $2\cdot2^m=2^{m+1}$.

```lean
/-- For every `m` there is a Golay pair of length `2 ^ m` with all entries `1` or `-1`. -/
theorem exists_binary_golayPair (m : ℕ) :
    ∃ a b : ℕ → ℝ, IsBinary (2 ^ m) a ∧ IsBinary (2 ^ m) b ∧ IsGolayPair (2 ^ m) a b := by
  induction m with
  | zero =>
    refine ⟨fun _ => 1, fun _ => 1, fun _ _ => Or.inl rfl, fun _ _ => Or.inl rfl, ?_⟩
    intro k hk
    have h : 1 - k = 0 := by omega
    simp [autocorr, h]
  | succ m ih =>
    obtain ⟨a, b, ha, hb, hab⟩ := ih
    have hb' : IsBinary (2 ^ m) (-b) := by
      intro i hi
      rcases hb i hi with h | h <;> simp [h]
    rw [pow_succ']
    exact ⟨_, _, isBinary_concat ha hb, isBinary_concat ha hb',
      (isGolayPair_concat_iff _ a b).mpr hab⟩
```

The theorem states that at least one pair exists at each of these lengths. It does not classify the pairs or decide which other lengths occur.

## Length three is impossible

For three sites the conditions at shifts 2 and 1 are

$$a_0a_2+b_0b_2=0,\qquad a_1(a_0+a_2)+b_1(b_0+b_2)=0.$$

With entries $\pm1$, the first condition makes one of the products $a_0a_2$, $b_0b_2$ equal to $+1$ and the other $-1$. Suppose $a_0=a_2$ and $b_0=-b_2$. The second condition then reads $2a_1a_0=0$, which is false. The other case is the same with $a$ and $b$ exchanged.

```lean
/-- No Golay pair of length three has all entries `1` or `-1`. -/
theorem no_binary_golayPair_three (a b : ℕ → ℝ) (ha : IsBinary 3 a) (hb : IsBinary 3 b) :
    ¬ IsGolayPair 3 a b := by
  intro h
  have h1 : a 0 * a 1 + a 1 * a 2 + (b 0 * b 1 + b 1 * b 2) = 0 := by
    simpa [autocorr, Finset.sum_range_succ] using h 1 (by norm_num)
  have h2 : a 0 * a 2 + b 0 * b 2 = 0 := by
    simpa [autocorr, Finset.sum_range_succ] using h 2 (by norm_num)
  -- run through all sign patterns
  rcases ha 0 (by norm_num) with x0 | x0 <;> rcases ha 1 (by norm_num) with x1 | x1 <;>
  rcases ha 2 (by norm_num) with x2 | x2 <;> rcases hb 0 (by norm_num) with y0 | y0 <;>
  rcases hb 1 (by norm_num) with y1 | y1 <;> rcases hb 2 (by norm_num) with y2 | y2 <;>
  simp only [x0, x1, x2, y0, y1, y2] at h1 h2 <;> linarith
```

Lean extracts the same two equations as `h1` and `h2`. It then tries all 64 sign patterns in place of the argument by signs, and `linarith` finds a contradiction in each.

## From correlations to intensity

The intensity is a cosine sum of the autocorrelations:

$$P^{(n)}_a(\theta)=A^{(n)}_a(0)+2\sum_{k=0}^{n-1}A^{(n)}_a(k+1)\cos((k+1)\theta).$$

This is a Wiener–Khinchin identity for one finite sequence; no random process or long-time average enters. The last term, at shift $n$, is zero.

To derive it, add one site at a time. For $n=0$ both sides vanish. Write $C_n=\sum_{j<n}a_j\cos j\theta$ and $S_n=\sum_{j<n}a_j\sin j\theta$, so that $P^{(n)}_a=C_n^2+S_n^2$. A new site with amplitude $a_n$ changes the intensity by

$$P^{(n+1)}_a-P^{(n)}_a=a_n^2+2a_n\bigl(C_n\cos n\theta+S_n\sin n\theta\bigr)=a_n^2+2\sum_{j<n}a_ja_n\cos((n-j)\theta).$$

On the correlation side, the new site adds $a_n^2$ at shift zero and the single product $a_{n-1-k}a_n$ at shift $k+1$, for each $k<n$. With $j=n-1-k$ these are the same increments.

```lean
/-- Finite Wiener-Khinchin identity: the power spectrum is the cosine sum of the
autocorrelations. -/
theorem powerSpectrum_eq (n : ℕ) (a : ℕ → ℝ) (θ : ℝ) :
    powerSpectrum n a θ = autocorr n a 0
      + 2 * ∑ k ∈ range n, autocorr n a (k + 1) * Real.cos ((k + 1) * θ) := by
  -- real and imaginary parts of the Fourier sum
  have hsq : powerSpectrum n a θ = (∑ j ∈ range n, a j * Real.cos (j * θ)) ^ 2
      + (∑ j ∈ range n, a j * Real.sin (j * θ)) ^ 2 := by
    unfold powerSpectrum
    rw [Complex.sq_norm, Complex.normSq_apply, Complex.re_sum, Complex.im_sum]
    simp only [Complex.re_ofReal_mul, Complex.im_ofReal_mul, Complex.exp_ofReal_mul_I_re,
      Complex.exp_ofReal_mul_I_im]
    ring
  rw [hsq]
  clear hsq
  induction n with
  | zero => simp [autocorr]
  | succ n ih =>
    have h0 : autocorr (n + 1) a 0 = autocorr n a 0 + a n * a n := by
      simp [autocorr, Finset.sum_range_succ]
    have hlast : autocorr (n + 1) a (n + 1) = 0 := by simp [autocorr]
    -- the new site adds one product to each autocorrelation
    have hA : ∀ k < n, autocorr (n + 1) a (k + 1)
        = autocorr n a (k + 1) + a (n - 1 - k) * a n := by
      intro k hk
      unfold autocorr
      rw [show n + 1 - (k + 1) = (n - (k + 1)) + 1 by omega, Finset.sum_range_succ,
        show n - (k + 1) + (k + 1) = n by omega, show n - 1 - k = n - (k + 1) by omega]
    have hs : ∑ k ∈ range n, autocorr (n + 1) a (k + 1) * Real.cos ((k + 1) * θ)
        = ∑ k ∈ range n, autocorr n a (k + 1) * Real.cos ((k + 1) * θ)
          + ∑ k ∈ range n, a (n - 1 - k) * a n * Real.cos ((k + 1) * θ) := by
      rw [← Finset.sum_add_distrib]
      refine Finset.sum_congr rfl fun k hk => ?_
      rw [hA k (Finset.mem_range.mp hk)]
      ring
    -- interference of the new site with the old ones
    have hX : ∑ k ∈ range n, a (n - 1 - k) * a n * Real.cos ((k + 1) * θ)
        = a n * (Real.cos (n * θ) * ∑ j ∈ range n, a j * Real.cos (j * θ)
          + Real.sin (n * θ) * ∑ j ∈ range n, a j * Real.sin (j * θ)) := by
      rw [Finset.mul_sum, Finset.mul_sum, ← Finset.sum_add_distrib, Finset.mul_sum,
        ← Finset.sum_range_reflect]
      refine Finset.sum_congr rfl fun k hk => ?_
      have hk' : k < n := Finset.mem_range.mp hk
      have hc : (n : ℝ) = ((n - 1 - k : ℕ) : ℝ) + (k + 1) := by
        exact_mod_cast (show n = (n - 1 - k) + (k + 1) by omega)
      have harg : (((n - 1 - k : ℕ) : ℝ) + 1) * θ = n * θ - k * θ := by
        linear_combination (-θ) * hc
      rw [show n - 1 - (n - 1 - k) = k by omega, harg, Real.cos_sub]
      ring
    rw [Finset.sum_range_succ, Finset.sum_range_succ, Finset.sum_range_succ, hlast, hs, hX, h0]
    linear_combination ih + a n ^ 2 * Real.sin_sq_add_cos_sq (n * θ)
```

In the proof, `hsq` is the split into $C_n$ and $S_n$, and `h0` and `hA` give the increments of the autocorrelations. The interference term is `hX`, where `Finset.sum_range_reflect` performs the substitution $j=n-1-k$. The closing `linear_combination` uses the induction hypothesis and $\sin^2 n\theta+\cos^2 n\theta=1$.

For a binary sequence $A^{(n)}_a(0)=n$, because every square is 1. Adding the spectra of a binary Golay pair cancels the coefficient of each cosine, so

$$P^{(n)}_a(\theta)+P^{(n)}_b(\theta)=2n\quad\text{for every }\theta.$$

For the two-site pair this is the value 4 found at the start.

```lean
/-- The power spectra of a Golay pair of length `n` with entries `1` or `-1` add up to `2 n`
at every wave number. -/
theorem powerSpectrum_add_of_binary {n : ℕ} {a b : ℕ → ℝ} (ha : IsBinary n a)
    (hb : IsBinary n b) (h : IsGolayPair n a b) (θ : ℝ) :
    powerSpectrum n a θ + powerSpectrum n b θ = 2 * n := by
  have hzero : ∀ c : ℕ → ℝ, IsBinary n c → autocorr n c 0 = n := by
    intro c hc
    have h1 : ∀ i ∈ range n, c i * c i = 1 := by
      intro i hi
      rcases hc i (Finset.mem_range.mp hi) with h | h <;> rw [h] <;> norm_num
    simp only [autocorr, Nat.sub_zero, add_zero]
    rw [Finset.sum_congr rfl h1]
    simp
  -- all oscillating terms cancel between the two sequences
  have hosc : ∑ k ∈ range n, autocorr n a (k + 1) * Real.cos ((k + 1) * θ)
      + ∑ k ∈ range n, autocorr n b (k + 1) * Real.cos ((k + 1) * θ) = 0 := by
    rw [← Finset.sum_add_distrib]
    refine Finset.sum_eq_zero fun k _ => ?_
    rw [← add_mul, h (k + 1) (Nat.succ_pos k), zero_mul]
  rw [powerSpectrum_eq, powerSpectrum_eq, hzero a ha, hzero b hb]
  linear_combination 2 * hosc

end

end GolayPairs
```

Here `hzero` supplies the value at zero shift and `hosc` the cancellation of the cosines.

Reading $P$ as a measured intensity, up to a constant factor, rests on a physical model that the Lean hypotheses do not contain: coherent illumination, far-field detection, and single scattering by equally spaced sites that differ only in their amplitudes $a_j$ and whose individual scattering strength does not depend on direction. The sum $P_a+P_b$ describes two chains whose intensities are added, for example after separate measurements. If the chains scattered coherently together, their amplitudes would add instead. In quantum mechanics, for a single particle on $n\ge1$ consecutive sites of an infinite chain of orthonormal site orbitals, the normalised states have amplitudes $a_j/\sqrt n$ and $b_j/\sqrt n$. For a binary Golay pair the squared moduli of their Fourier sums add up to 2, so an equal mixture of the two states has a flat distribution of lattice momentum.

```lean
#print axioms GolayPairs.exists_binary_golayPair
-- 'GolayPairs.exists_binary_golayPair' depends on axioms: [propext, Classical.choice, Quot.sound]
#print axioms GolayPairs.no_binary_golayPair_three
-- 'GolayPairs.no_binary_golayPair_three' depends on axioms: [propext, Classical.choice, Quot.sound]
#print axioms GolayPairs.powerSpectrum_add_of_binary
-- 'GolayPairs.powerSpectrum_add_of_binary' depends on axioms: [propext, Classical.choice, Quot.sound]
```
